# Every finite positive definite overlap matrix has an orthonormalizing matrix

When the overlap matrix $S$ of a finite set of basis functions is positive definite, the functions can be combined into an orthonormal set of the same size, the columns of a matrix $Y$ holding the coefficients. `exists_orthonormalizer` states this for matrices: for every positive definite complex $S$ with a finite index set there is a square $Y$ with $Y^\dagger S Y = 1$. The diagonal entries of $S$ need not be 1, so the basis functions need not be normalised. The attempt factors $S$ as $B^\dagger B$, takes $Y = S^{-1}B^\dagger$, and means to show that $BY = 1$, from which $Y^\dagger S Y = (BY)^\dagger(BY) = 1$.

Lean 4 with Mathlib refuses this proof:

```lean
import Mathlib

open Matrix
open scoped ComplexOrder

namespace ExistsOrthonormalizer

noncomputable section

variable {n ι : Type*} [Fintype n] [DecidableEq n]

/-- The matrix whose columns are orthonormal vectors `b i`, as many as the dimension, satisfies
`W† W = 1`. -/
theorem columns_unitary {b : n → EuclideanSpace ℂ n} (hb : Orthonormal ℂ b) :
    (Matrix.of fun r i => (b i).ofLp r)ᴴ * (Matrix.of fun r i => (b i).ofLp r) = 1 := by
  ext i j
  rw [Matrix.one_apply, ← orthonormal_iff_ite.1 hb i j, PiLp.inner_apply, Matrix.mul_apply]
  exact Finset.sum_congr rfl fun r _ => mul_comm _ _

/-- Every positive definite overlap matrix has an orthonormalizing matrix `Y`, with
`Y† S Y = 1`. -/
theorem exists_orthonormalizer {S : Matrix n n ℂ} (hS : S.PosDef) :
    ∃ Y : Matrix n n ℂ, Yᴴ * S * Y = 1 := by
  obtain ⟨B, hB⟩ := Matrix.posSemidef_iff_eq_conjTranspose_mul_self.1 hS.posSemidef
  have h1 : S⁻¹ * S = 1 :=
    Matrix.nonsing_inv_mul S ((Matrix.isUnit_iff_isUnit_det S).1 hS.isUnit)
  have h2 : (S⁻¹ * Bᴴ) * B = 1 := by rw [Matrix.mul_assoc, ← hB, h1]
  have h3 : B * (S⁻¹ * Bᴴ) = 1 := mul_eq_one_comm.1 h2
  refine ⟨S⁻¹ * Bᴴ, ?_⟩
  generalize S⁻¹ * Bᴴ = C at h3
  calc Cᴴ * S * C = (B * C)ᴴ * (B * C) := by
        rw [hB, conjTranspose_mul]; simp only [Matrix.mul_assoc]
    _ = 1 := by rw [h3, conjTranspose_one, Matrix.one_mul]

end

end ExistsOrthonormalizer
```

The error:

```
Main.lean:24:20: error(lean.unknownIdentifier): Unknown constant `Matrix.posSemidef_iff_eq_conjTranspose_mul_self`
Main.lean:24:9: error: Tactic `rcases` failed: `x✝ : ?m.23` is not an inductive datatype
```

Lean accepts the file once it reads:

```diff
@@ -22,14 +22,35 @@
 theorem exists_orthonormalizer {S : Matrix n n ℂ} (hS : S.PosDef) :
     ∃ Y : Matrix n n ℂ, Yᴴ * S * Y = 1 := by
-  obtain ⟨B, hB⟩ := Matrix.posSemidef_iff_eq_conjTranspose_mul_self.1 hS.posSemidef
-  have h1 : S⁻¹ * S = 1 :=
-    Matrix.nonsing_inv_mul S ((Matrix.isUnit_iff_isUnit_det S).1 hS.isUnit)
-  have h2 : (S⁻¹ * Bᴴ) * B = 1 := by rw [Matrix.mul_assoc, ← hB, h1]
-  have h3 : B * (S⁻¹ * Bᴴ) = 1 := mul_eq_one_comm.1 h2
-  refine ⟨S⁻¹ * Bᴴ, ?_⟩
-  generalize S⁻¹ * Bᴴ = C at h3
-  calc Cᴴ * S * C = (B * C)ᴴ * (B * C) := by
-        rw [hB, conjTranspose_mul]; simp only [Matrix.mul_assoc]
-    _ = 1 := by rw [h3, conjTranspose_one, Matrix.one_mul]
+  have hH := hS.isHermitian
+  -- scale factors: inverse square roots of the positive eigenvalues
+  obtain ⟨s, hs⟩ : ∃ s : n → ℝ, ∀ i, s i * hH.eigenvalues i * s i = 1 := by
+    refine ⟨fun i => (Real.sqrt (hH.eigenvalues i))⁻¹, fun i => ?_⟩
+    have hp : 0 < hH.eigenvalues i := hS.eigenvalues_pos i
+    have h0 := (Real.sqrt_pos.2 hp).ne'
+    have h1 := Real.mul_self_sqrt hp.le
+    calc _ = (Real.sqrt (hH.eigenvalues i))⁻¹ * (Real.sqrt (hH.eigenvalues i) *
+          Real.sqrt (hH.eigenvalues i)) * (Real.sqrt (hH.eigenvalues i))⁻¹ := by rw [h1]
+      _ = 1 := by rw [← mul_assoc, inv_mul_cancel₀ h0, one_mul, mul_inv_cancel₀ h0]
+  let W : Matrix n n ℂ := Matrix.of fun r i => (hH.eigenvectorBasis i).ofLp r
+  have hWW : Wᴴ * W = 1 := columns_unitary hH.eigenvectorBasis.orthonormal
+  have hSW : S * W = W * diagonal (fun i => (hH.eigenvalues i : ℂ)) := by
+    ext r i
+    have h := congrFun (hH.mulVec_eigenvectorBasis i) r
+    rw [Pi.smul_apply, Complex.real_smul] at h
+    rw [Matrix.mul_diagonal, mul_comm]
+    exact h
+  let D : Matrix n n ℂ := diagonal fun i => (s i : ℂ)
+  refine ⟨W * D, ?_⟩
+  calc (W * D)ᴴ * S * (W * D) = Dᴴ * (Wᴴ * (S * W)) * D := by
+        simp only [conjTranspose_mul, Matrix.mul_assoc]
+    _ = Dᴴ * diagonal (fun i => (hH.eigenvalues i : ℂ)) * D := by
+        rw [hSW, ← Matrix.mul_assoc Wᴴ, hWW, Matrix.one_mul]
+    _ = 1 := by
+        simp only [D]
+        rw [diagonal_conjTranspose, diagonal_mul_diagonal, diagonal_mul_diagonal, ← diagonal_one]
+        refine congrArg _ (funext fun i => ?_)
+        change star (s i : ℂ) * (hH.eigenvalues i : ℂ) * (s i : ℂ) = 1
+        rw [show star (s i : ℂ) = (s i : ℂ) from Complex.conj_ofReal _]
+        exact_mod_cast hs i
 
 end
```

The first message says that Lean knows no constant called `Matrix.posSemidef_iff_eq_conjTranspose_mul_self`. The proof relied on it for the factorisation $S = B^\dagger B$. The second message follows from the first: with the constant unknown, the term given to `obtain` has an undetermined type, `?m.23`, and `rcases` cannot split it into `B` and `hB`. The messages show no fault in the mathematics of the factorisation.

The repair does without the missing lemma by building $Y$ from the eigenvectors and eigenvalues of $S$. The matrix `W` has the orthonormal eigenvectors as columns, so `columns_unitary`, already in the file, gives $W^\dagger W = 1$, and `hSW` states the eigenvalue equations in matrix form. The diagonal matrix `D` holds the inverse square roots of the eigenvalues, which are positive because $S$ is positive definite. With $Y = WD$, the product $Y^\dagger S Y$ reduces to $D^\dagger$ times the diagonal matrix of eigenvalues times $D$, and `hs` makes each diagonal entry 1. The old steps after `obtain` all served the factorisation, so they go with it.
